# Gradient and Laplacian forms give the same kinetic energy for Slater functions $r^l e^{-zr}$ with $z>0$

When a meta-GGA code builds the kinetic energy density from orbital gradients on a radial grid, the result can be checked by integrating it and comparing with the kinetic energy obtained from second derivatives. For a single Slater orbital of angular momentum $l$ with radial part $R(r)=r^l e^{-zr}$, where the power of $r$ equals the angular momentum and $z>0$, the comparison has an exact target in atomic units: over the whole half-line both integrals equal $z^2/2$ times $\int_0^\infty r^2R^2\,dr$. In atomic units the normalised function therefore has kinetic energy $z^2/2$ for every $l$.

## Radial functions and two kinetic densities

```lean
import Mathlib

open MeasureTheory Set

namespace SlaterShellKinetic

noncomputable section
```

The first line loads the mathematical library Mathlib. The others give access to its integration and set notation and open a namespace for the names below.

```lean
/-- The Slater radial function `r^l exp(-z r)`. -/
def slater (l : ℕ) (z r : ℝ) : ℝ := r ^ l * Real.exp (-z * r)
```

This defines $R_z(r)=r^l e^{-zr}$, without normalisation. The type `ℕ` makes $l$ a natural number, and `ℝ` makes $z$ and $r$ real. The power of $r$ is tied to the angular momentum, so Slater functions with a higher power for the same $l$ are not covered.

```lean
/-- Gradient form of the radial kinetic energy density of angular momentum `l`
between radial functions `R` and `S`, for `r > 0`. -/
def gradDensity (l : ℕ) (R S : ℝ → ℝ) (r : ℝ) : ℝ :=
  r ^ 2 * (deriv R r * deriv S r + l * (l + 1) * (R r * S r) / r ^ 2) / 2
```

For two radial functions $R$ and $S$, the gradient density is
$$\frac{r^2}{2}\left(R'S'+\frac{l(l+1)}{r^2}RS\right).$$
Here `deriv R r` is $R'(r)$. The angular integration over a normalised spherical harmonic has already been done; it supplies the term $l(l+1)$ and is part of the definition, not something derived here.

```lean
/-- Laplacian form of the radial kinetic energy density, written with the reduced
functions `r R` and `r S`, for `r > 0`. -/
def lapDensity (l : ℕ) (R S : ℝ → ℝ) (r : ℝ) : ℝ :=
  (r * R r) * (-(deriv (deriv (fun s => s * S s)) r) / 2
    + l * (l + 1) * (r * S r) / (2 * r ^ 2))
```

The Laplacian density is
$$(rR)\left(-\frac{(rS)''}{2}+\frac{l(l+1)}{2r^2}\,rS\right),$$
the reduced function $rR$ times the radial kinetic operator acting on $rS$. The expression `fun s => s * S s` is the function $s\mapsto sS(s)$, and the two `deriv`s differentiate it twice.

```lean
/-- The radial overlap integral of two functions over `r > 0`. -/
def overlap (R S : ℝ → ℝ) : ℝ := ∫ r in Ioi (0 : ℝ), r ^ 2 * (R r * S r)
```

The overlap is $\int_0^\infty r^2RS\,dr$. The set `Ioi 0` is the open half-line $r>0$.

## Moments of the exponential

```lean
/-- A combination of three Slater functions of consecutive order. -/
def combo (k : ℕ) (c p q s r : ℝ) : ℝ :=
  p * slater k c r + q * slater (k + 1) c r + s * slater (k + 2) c r
```

Every integrand below has the form $(p\,r^k+q\,r^{k+1}+s\,r^{k+2})e^{-cr}$, which `combo` names.

```lean
lemma exp_split (a b r : ℝ) :
    Real.exp (-(a + b) * r) = Real.exp (-a * r) * Real.exp (-b * r) := by
  rw [← Real.exp_add]; congr 1; ring
```

This is $e^{-(a+b)r}=e^{-ar}e^{-br}$. A `lemma` states a fact, and what follows `:=` proves it.

```lean
lemma integrable_slater (k : ℕ) {c : ℝ} (hc : 0 < c) :
    IntegrableOn (slater k c) (Ioi 0) := by
  have hk : (-1 : ℝ) < k := by linarith [(Nat.cast_nonneg k : (0 : ℝ) ≤ k)]
  have h := integrableOn_rpow_mul_exp_neg_mul_rpow (p := 1) hk one_pos hc
  change IntegrableOn (fun r : ℝ => r ^ k * Real.exp (-c * r)) (Ioi 0)
  simpa only [Real.rpow_natCast, Real.rpow_one] using h
```

For $c>0$ the function $r^ke^{-cr}$ is integrable on $r>0$. The hypothesis `hc : 0 < c` is a named assumption that the proof can use. Mathlib has the result for real exponents, and the last line converts it to natural ones.

```lean
/-- For `c > 0`, the integral of `r^k exp(-c r)` over `r > 0` is `k! / c^(k+1)`. -/
theorem integral_slater (k : ℕ) {c : ℝ} (hc : 0 < c) :
    ∫ r in Ioi (0 : ℝ), slater k c r = k.factorial / c ^ (k + 1) := by
  have h := Real.integral_rpow_mul_exp_neg_mul_Ioi (a := (k : ℝ) + 1) (r := c)
    (by positivity) hc
  have e : (1 / c) ^ ((k : ℝ) + 1) = (1 / c) ^ (k + 1) := by
    exact_mod_cast Real.rpow_natCast (1 / c) (k + 1)
  rw [e, Real.Gamma_nat_eq_factorial] at h
  simp only [add_sub_cancel_right, Real.rpow_natCast] at h
  simp only [slater, neg_mul]
  rw [h, one_div, inv_pow, div_eq_mul_inv, mul_comm]
```

Write $M_k=\int_0^\infty r^ke^{-cr}\,dr$. By hand, $M_0=1/c$, and for $k\ge1$ integration by parts gives
$$M_k=\left[-\frac{r^ke^{-cr}}{c}\right]_0^\infty+\frac{k}{c}M_{k-1}=\frac{k}{c}M_{k-1},$$
hence $M_k=k!/c^{k+1}$. The Lean proof takes the integral from Mathlib as a Gamma function and uses $\Gamma(k+1)=k!$.

```lean
lemma integrable_combo (k : ℕ) {c : ℝ} (hc : 0 < c) (p q s : ℝ) :
    IntegrableOn (combo k c p q s) (Ioi 0) :=
  (Integrable.add (Integrable.const_mul (integrable_slater k hc) p)
    (Integrable.const_mul (integrable_slater (k + 1) hc) q)).add
    (Integrable.const_mul (integrable_slater (k + 2) hc) s)
```

Sums and constant multiples of integrable functions are integrable, so `combo` is too.

```lean
lemma integral_combo (k : ℕ) {c : ℝ} (hc : 0 < c) (p q s : ℝ) :
    ∫ r in Ioi (0 : ℝ), combo k c p q s r =
      (p + q * (k + 1) / c + s * ((k + 1) * (k + 2)) / c ^ 2)
        * (k.factorial / c ^ (k + 1)) := by
  have i0 := Integrable.const_mul (integrable_slater k hc) p
  have i1 := Integrable.const_mul (integrable_slater (k + 1) hc) q
  have i2 := Integrable.const_mul (integrable_slater (k + 2) hc) s
  have i01 : Integrable (fun r => p * slater k c r + q * slater (k + 1) c r)
      (volume.restrict (Ioi 0)) := i0.add i1
  have h1 : ((k + 1).factorial : ℝ) = (k + 1) * k.factorial := by
    rw [Nat.factorial_succ]; push_cast; ring
  have h2 : ((k + 2).factorial : ℝ) = (k + 2) * ((k + 1) * k.factorial) := by
    rw [show k + 2 = (k + 1) + 1 from rfl, Nat.factorial_succ, Nat.cast_mul, h1]
    push_cast; ring
  simp only [combo]
  rw [integral_add i01 i2, integral_add i0 i1, integral_const_mul, integral_const_mul,
    integral_const_mul, integral_slater k hc, integral_slater (k + 1) hc,
    integral_slater (k + 2) hc, h1, h2]
  field_simp
  ring
```

Integrating term by term with $M_{k+1}=\frac{k+1}{c}M_k$ and $M_{k+2}=\frac{(k+1)(k+2)}{c^2}M_k$ gives
$$\left(p+\frac{q(k+1)}{c}+\frac{s(k+1)(k+2)}{c^2}\right)\frac{k!}{c^{k+1}}.$$
The facts `h1` and `h2` unfold the factorials. Then `field_simp` clears denominators and `ring` checks the remaining polynomial identity.

## Derivatives and explicit densities

```lean
lemma hasDerivAt_exp (z r : ℝ) :
    HasDerivAt (fun s : ℝ => Real.exp (-z * s)) (Real.exp (-z * r) * (-z)) r :=
  (((hasDerivAt_id' r).const_mul (-z)).exp).congr_deriv (by ring)
```

`HasDerivAt f d r` says that $f$ is differentiable at $r$ with derivative $d$. Here it records $(e^{-zr})'=-z\,e^{-zr}$.

```lean
lemma hasDerivAt_slater_succ (l : ℕ) (z r : ℝ) :
    HasDerivAt (slater (l + 1) z) ((l + 1) * slater l z r - z * slater (l + 1) z r) r := by
  refine ((hasDerivAt_pow (l + 1) r).fun_mul (hasDerivAt_exp z r)).congr_deriv ?_
  simp only [slater, add_tsub_cancel_right]
  push_cast
  ring
```

The product rule gives
$$(r^{l+1}e^{-zr})'=(l+1)r^le^{-zr}-z\,r^{l+1}e^{-zr}.$$

```lean
lemma hasDerivAt_slater (l : ℕ) (z : ℝ) {r : ℝ} (hr : r ≠ 0) :
    HasDerivAt (slater l z) ((l / r - z) * slater l z r) r := by
  cases l with
  | zero =>
    have hf : slater 0 z = fun s : ℝ => Real.exp (-z * s) := by
      funext s; simp only [slater, pow_zero, one_mul]
    rw [hf]
    refine (hasDerivAt_exp z r).congr_deriv ?_
    rw [Nat.cast_zero]
    ring
  | succ k =>
    refine (hasDerivAt_slater_succ k z r).congr_deriv ?_
    have hs : slater (k + 1) z r = r * slater k z r := by
      simp only [slater, pow_succ]; ring
    rw [hs]
    push_cast
    linear_combination (-((k : ℝ) + 1) * slater k z r) * inv_mul_cancel₀ hr
```

For $r\ne0$ the same rule reads $R_z'=(l/r-z)R_z$. The proof treats $l=0$, where only the exponential is differentiated, separately from $l=k+1$, where the preceding lemma applies.

```lean
lemma gradDensity_slater (l : ℕ) (a b : ℝ) {r : ℝ} (hr : 0 < r) :
    combo (2 * l) (a + b) (l * (2 * l + 1) / 2) (-(l * (a + b)) / 2) (a * b / 2) r
      = gradDensity l (slater l a) (slater l b) r := by
  simp only [gradDensity, combo]
  rw [(hasDerivAt_slater l a hr.ne').deriv, (hasDerivAt_slater l b hr.ne').deriv]
  simp only [slater, exp_split a b r]
  generalize Real.exp (-a * r) = A
  generalize Real.exp (-b * r) = B
  field_simp
  ring
```

Take exponents $a$ and $b$. For $r>0$,
$$r^2R_a'R_b'=(l-ar)(l-br)R_aR_b.$$
Adding $l(l+1)R_aR_b$ and halving gives the gradient density
$$\left[\frac{l(2l+1)}2-\frac{l(a+b)}2r+\frac{ab}2r^2\right]r^{2l}e^{-(a+b)r}.$$
Lean substitutes the derivatives, replaces the two exponentials by letters with `generalize`, and leaves the algebra to `field_simp` and `ring`.

```lean
lemma lapDensity_slater (l : ℕ) (a b : ℝ) {r : ℝ} (hr : 0 < r) :
    combo (2 * l) (a + b) 0 ((l + 1) * b) (-b ^ 2 / 2) r
      = lapDensity l (slater l a) (slater l b) r := by
  -- the reduced function is the Slater function of the next order
  have hu : (fun s => s * slater l b s) = slater (l + 1) b := by
    funext s; simp only [slater, pow_succ]; ring
  have hd := funext fun s => (hasDerivAt_slater_succ l b s).deriv
  have h2 := ((hasDerivAt_slater l b hr.ne').const_mul ((l : ℝ) + 1)).fun_sub
    ((hasDerivAt_slater_succ l b r).const_mul b)
  simp only [lapDensity, combo]
  rw [hu, hd, h2.deriv]
  simp only [slater, exp_split a b r]
  generalize Real.exp (-a * r) = A
  generalize Real.exp (-b * r) = B
  field_simp
  ring
```

Let $u_b=rR_b=r^{l+1}e^{-br}$. Its first derivative is $u_b'=(l+1)R_b-b\,u_b$. Differentiating again,
$$u_b''=(l+1)\left(\frac lr-b\right)R_b-b\big[(l+1)R_b-b\,rR_b\big]=\left[\frac{l(l+1)}r-2b(l+1)+b^2r\right]R_b.$$
The centrifugal term cancels the $1/r$ part:
$$-\frac{u_b''}2+\frac{l(l+1)}{2r^2}u_b=\left[(l+1)b-\frac{b^2}2r\right]R_b.$$
Multiplying by $rR_a$ gives the Laplacian density
$$\left[(l+1)b\,r-\frac{b^2}2r^2\right]r^{2l}e^{-(a+b)r}.$$
In the proof, `hu` identifies the reduced function, `hd` gives its first derivative everywhere, and `h2` differentiates once more at $r$.

## Equal integrals

```lean
/-- Both kinetic energy densities between Slater functions with positive exponents are integrable
over `r > 0`. -/
theorem integrable_densities (l : ℕ) {a b : ℝ} (ha : 0 < a) (hb : 0 < b) :
    IntegrableOn (gradDensity l (slater l a) (slater l b)) (Ioi 0) ∧
      IntegrableOn (lapDensity l (slater l a) (slater l b)) (Ioi 0) :=
  ⟨(integrable_combo (2 * l) (add_pos ha hb) _ _ _).congr_fun
      (fun _ hr => gradDensity_slater l a b hr) measurableSet_Ioi,
    (integrable_combo (2 * l) (add_pos ha hb) _ _ _).congr_fun
      (fun _ hr => lapDensity_slater l a b hr) measurableSet_Ioi⟩
```

Both densities are integrable on $r>0$ when $a,b>0$, since each agrees there with an integrable `combo`. The symbol `∧` means "and". The statement matters because Lean gives the integral of a non-integrable function the value zero; the equalities below do not come from that convention.

```lean
/-- The gradient and Laplacian kinetic matrix elements between Slater functions with positive
exponents `a` and `b` both equal `a b / 2` times their overlap. -/
theorem kinetic_matrix_element (l : ℕ) {a b : ℝ} (ha : 0 < a) (hb : 0 < b) :
    ∫ r in Ioi (0 : ℝ), gradDensity l (slater l a) (slater l b) r
        = a * b / 2 * overlap (slater l a) (slater l b) ∧
      ∫ r in Ioi (0 : ℝ), lapDensity l (slater l a) (slater l b) r
        = a * b / 2 * overlap (slater l a) (slater l b) := by
  have hc : 0 < a + b := add_pos ha hb
  have hS : overlap (slater l a) (slater l b)
      = ∫ r in Ioi (0 : ℝ), combo (2 * l) (a + b) 0 0 1 r := by
    unfold overlap
    congr 1
    funext r
    simp only [combo, slater, exp_split a b r]
    ring
  -- all three integrals reduce to the same lowest moment
  rw [← setIntegral_congr_fun measurableSet_Ioi (fun _ hr => gradDensity_slater l a b hr),
    ← setIntegral_congr_fun measurableSet_Ioi (fun _ hr => lapDensity_slater l a b hr),
    hS, integral_combo (2 * l) hc, integral_combo (2 * l) hc, integral_combo (2 * l) hc]
  generalize ((2 * l).factorial : ℝ) / (a + b) ^ (2 * l + 1) = K
  push_cast
  constructor <;> field_simp <;> ring
```

The theorem says that both matrix elements equal $\frac{ab}2\int_0^\infty r^2R_aR_b\,dr$. To see this by hand, set $c=a+b$ in the moments. The overlap is $M_{2l+2}$. In the gradient integral the first two terms cancel, because $M_{2l+1}=\frac{2l+1}{c}M_{2l}$:
$$\frac{l(2l+1)}2M_{2l}-\frac{lc}2\cdot\frac{2l+1}{c}M_{2l}+\frac{ab}2M_{2l+2}=\frac{ab}2M_{2l+2}.$$
For the Laplacian integral, $M_{2l+2}=\frac{2l+2}{c}M_{2l+1}$ gives $(l+1)M_{2l+1}=\frac c2M_{2l+2}$, so
$$(l+1)b\,M_{2l+1}-\frac{b^2}2M_{2l+2}=\left(\frac{b(a+b)}2-\frac{b^2}2\right)M_{2l+2}=\frac{ab}2M_{2l+2}.$$

Lean follows the same route, except that it expresses all three integrals through the lowest moment, $K=(2l)!/(a+b)^{2l+1}$. The step `hS` writes the overlap as a `combo`, the rewrites do the same for the densities and integrate, and `constructor` splits the claim into its two equalities, which `field_simp` and `ring` finish.

For normalised functions the same factor $ab/2$ multiplies the normalised overlap, which is $\left(2\sqrt{ab}/(a+b)\right)^{2l+3}$.

```lean
/-- For a single Slater shell with `z > 0` the gradient kinetic energy is `z^2/2` times the norm
integral, and it equals the Laplacian kinetic energy. -/
theorem shell_kinetic_energy (l : ℕ) {z : ℝ} (hz : 0 < z) :
    ∫ r in Ioi (0 : ℝ), gradDensity l (slater l z) (slater l z) r
        = z ^ 2 / 2 * ∫ r in Ioi (0 : ℝ), r ^ 2 * slater l z r ^ 2 ∧
      ∫ r in Ioi (0 : ℝ), gradDensity l (slater l z) (slater l z) r
        = ∫ r in Ioi (0 : ℝ), lapDensity l (slater l z) (slater l z) r := by
  obtain ⟨h1, h2⟩ := kinetic_matrix_element l hz hz
  refine ⟨?_, h1.trans h2.symm⟩
  rw [h1, overlap]
  simp only [pow_two]
```

Setting $a=b=z$ gives
$$\int_0^\infty\frac{r^2}{2}\left(R'^2+\frac{l(l+1)}{r^2}R^2\right)dr=\frac{z^2}2\int_0^\infty r^2R^2\,dr,$$
and the left side also equals $\int_0^\infty u\left(-\frac{u''}2+\frac{l(l+1)}{2r^2}u\right)dr$ with $u=rR$. The proof takes the two equalities of the preceding theorem as `h1` and `h2` and chains them through their common right side. The norm integral is $(2l+2)!/(2z)^{2l+3}$, which is positive, so dividing by it yields the normalised value $z^2/2$.

## Different densities at a point

```lean
/-- At each `r > 0` the gradient density of a Slater shell with `z > 0` is nonnegative, while the
Laplacian density is negative exactly where `z r > 2(l+1)`. -/
theorem densities_differ_in_sign (l : ℕ) {z r : ℝ} (hz : 0 < z) (hr : 0 < r) :
    0 ≤ gradDensity l (slater l z) (slater l z) r ∧
      (lapDensity l (slater l z) (slater l z) r < 0 ↔ 2 * ((l : ℝ) + 1) < z * r) := by
  constructor
  · simp only [gradDensity, ← pow_two]
    positivity
  · have hP : 0 < slater (2 * l + 1) (z + z) r * (z / 2) := by
      unfold slater; positivity
    have hf : lapDensity l (slater l z) (slater l z) r
        = slater (2 * l + 1) (z + z) r * (z / 2) * (2 * ((l : ℝ) + 1) - z * r) := by
      rw [← lapDensity_slater l z z hr]
      simp only [combo, slater]
      ring
    rw [hf]
    refine ⟨fun h => ?_, fun h => mul_neg_of_pos_of_neg hP (by linarith)⟩
    by_contra hn
    exact not_le_of_gt h (mul_nonneg hP.le (sub_nonneg.mpr (not_lt.mp hn)))

end

end SlaterShellKinetic
```

Equal integrals do not make the densities equal. With $a=b=z$, the gradient density is a sum of nonnegative terms,
$$\frac{r^2R'^2+l(l+1)R^2}2\ge0,$$
while the Laplacian density factors as
$$\frac z2\,r^{2l+1}e^{-2zr}\,\big[2(l+1)-zr\big].$$
The prefactor is positive for $r>0$, so the sign is that of the bracket: negative exactly when $zr>2(l+1)$. The symbol `↔` means "if and only if". In Lean, `positivity` proves the first claim, `hP` states that the prefactor is positive, and `hf` is the factorisation.

For a meta-GGA that takes the kinetic energy density as a local variable, agreement of the integrals for these Slater functions is thus no licence to exchange one density for the other at each point.

## General radial functions and the boundary term

The equality of the two integrals could also be stated for arbitrary smooth $R$ and $S$, with conditions at the ends of the interval in place of explicit exponentials. The argument would then rest on the identity
$$\text{gradient density}-\text{Laplacian density}=\frac12\frac{d}{dr}\left(r^2RS'\right),$$
and the two integrals would agree whenever both exist and $r^2RS'$ tends to zero at both ends. That version would reach numerical radial functions, and on an augmentation sphere of radius $r_c$ it would show the surface term $\frac12r_c^2R(r_c)S'(r_c)$ left over when the contribution at the origin vanishes. It would not supply the value $ab/2$ times the overlap, which comes from the Slater form, and its end conditions would have to be verified for each function used.

```lean
#print axioms SlaterShellKinetic.integrable_densities
-- 'SlaterShellKinetic.integrable_densities' depends on axioms: [propext, Classical.choice, Quot.sound]
#print axioms SlaterShellKinetic.shell_kinetic_energy
-- 'SlaterShellKinetic.shell_kinetic_energy' depends on axioms: [propext, Classical.choice, Quot.sound]
#print axioms SlaterShellKinetic.densities_differ_in_sign
-- 'SlaterShellKinetic.densities_differ_in_sign' depends on axioms: [propext, Classical.choice, Quot.sound]
```
